# The lowest energy of two coupled two-level atoms with positive excitation energies, and its weak-coupling limit

Two neutral atoms sit some distance apart, and neither has a permanent dipole moment. The average dipole–dipole interaction in their uncoupled ground state is therefore zero, yet the coupling still lowers the energy of the pair. Second-order perturbation theory estimates the lowering as a sum over pairs of excited levels, one on each atom; each term is the squared coupling divided by the energy needed to excite both atoms. How does this estimate compare with the true lowest energy?

If each atom has a single excited level, and neither of its two levels carries a permanent dipole, the question has a closed answer. Let $a,b>0$ be the excitation energies and $V$ the real coupling strength, all in the same energy unit. The lowest eigenvalue is

$$E(V)=\frac{a+b}{2}-\sqrt{\frac{(a+b)^2}{4}+V^2},$$

and $E(V)/V^2\to-1/(a+b)$ as $V\to0$. Within this two-level model, the formula gives a reference value against which a second-order dispersion energy can be tested.

```lean
import Mathlib

open Matrix Filter Topology
open scoped Kronecker

namespace CoupledTwoLevelAtoms

noncomputable section
```

## One excited level per atom

Label the unexcited level of each atom 0 and the excited level 1. With the ground level at energy zero, the energy of a single atom is its excitation energy times the projector $n=\mathrm{diag}(0,1)$.

```lean
/-- The projector `diag(0,1)` on the excited level of a two-level atom. -/
def excited : Matrix (Fin 2) (Fin 2) ℝ := !![0, 0; 0, 1]
```

The dipole operator is taken to have no diagonal elements: neither the ground level nor the excited level carries a permanent dipole. It only connects the two levels, so in units of the transition dipole it is the Pauli matrix $X$.

```lean
/-- The Pauli matrix `X`, the transition dipole of a two-level atom in units of its strength. -/
def pauliX : Matrix (Fin 2) (Fin 2) ℝ := !![0, 1; 1, 0]
```

The pair has four basis states $|ij\rangle$, with $i$ the level of the first atom and $j$ that of the second. Its Hamiltonian is

$$H=a\,n\otimes I+b\,I\otimes n+V\,X\otimes X .$$

```lean
/-- Two two-level atoms with excitation energies `a` and `b`, whose transition dipoles
are coupled with strength `V`. -/
def hamiltonian (a b V : ℝ) : Matrix (Fin 2 × Fin 2) (Fin 2 × Fin 2) ℝ :=
  a • (excited ⊗ₖ (1 : Matrix (Fin 2) (Fin 2) ℝ))
    + b • ((1 : Matrix (Fin 2) (Fin 2) ℝ) ⊗ₖ excited) + V • (pauliX ⊗ₖ pauliX)
```

The Lean matrix is indexed by pairs in `Fin 2 × Fin 2`, so the entry `(0, 1)` belongs to the state in which only the second atom is excited. The number $V$ stands for the product of the two transition dipoles with the geometric factor of the dipole interaction. The model takes it as given, and it has no further levels, no electron exchange between the atoms and no retardation.

Since $X\otimes X$ flips both atoms, it takes $|00\rangle$ to $|11\rangle$ and back. On these two states $H$ acts as

$$\begin{pmatrix}0&V\\V&a+b\end{pmatrix},$$

whose eigenvalues $\lambda$ satisfy $\lambda(\lambda-(a+b))=V^2$. The lower root is the candidate for the ground-state energy.

```lean
/-- The lower root `E` of `E (E - (a + b)) = V ^ 2`. For positive `a` and `b` it is the interaction
energy of the two atoms. -/
def groundEnergy (a b V : ℝ) : ℝ := (a + b) / 2 - √((a + b) ^ 2 / 4 + V ^ 2)
```

The second row of the eigenvalue equation reads $V v_{00}+(a+b-E)v_{11}=0$. It is solved by $v_{00}=a+b-E$ and $v_{11}=-V$, with $v_{01}=v_{10}=0$.

```lean
/-- The unnormalised vector with amplitude `a + b - groundEnergy a b V` on "both atoms unexcited",
`-V` on "both atoms excited", and zero on the other two basis states. -/
def groundState (a b V : ℝ) : Fin 2 × Fin 2 → ℝ :=
  fun i => !![a + b - groundEnergy a b V, 0; 0, -V] i.1 i.2
```

This vector is not normalised. For $a,b>0$ the normalised state is

$$\frac{(a+b-E)\,|00\rangle-V\,|11\rangle}{\sqrt{(a+b-E)^2+V^2}},$$

so both atoms are found excited with probability $V^2/\big((a+b-E)^2+V^2\big)$.

## The four amplitudes fall into two pairs

Applying $H$ to a general vector $v$ gives

$$\begin{aligned}
(Hv)_{00}&=V v_{11}, & (Hv)_{01}&=b\,v_{01}+V v_{10},\\
(Hv)_{10}&=a\,v_{10}+V v_{01}, & (Hv)_{11}&=(a+b)v_{11}+V v_{00}.
\end{aligned}$$

```lean
/-- The coupling connects the unexcited pair with the doubly excited pair, and the two
singly excited pairs with each other. -/
theorem hamiltonian_mulVec (a b V : ℝ) (v : Fin 2 × Fin 2 → ℝ) :
    (hamiltonian a b V *ᵥ v) (0, 0) = V * v (1, 1) ∧
    (hamiltonian a b V *ᵥ v) (0, 1) = b * v (0, 1) + V * v (1, 0) ∧
    (hamiltonian a b V *ᵥ v) (1, 0) = a * v (1, 0) + V * v (0, 1) ∧
    (hamiltonian a b V *ᵥ v) (1, 1) = (a + b) * v (1, 1) + V * v (0, 0) := by
  refine ⟨?_, ?_, ?_, ?_⟩ <;>
    simp [hamiltonian, excited, pauliX, Matrix.mulVec, dotProduct, Fintype.sum_prod_type,
      Fin.sum_univ_two, Matrix.kroneckerMap_apply, Matrix.one_apply] <;> ring
```

The proof writes out the Kronecker products and the sums over the four basis states. The later proofs about $H$ use only these four equations.

## The secular equation and its eigenvector

Write $m=(a+b)/2$ and $r=\sqrt{m^2+V^2}$, so that $E=m-r$. Then

$$E\,(E-(a+b))=(m-r)(-m-r)=r^2-m^2=V^2 .$$

Moreover $r\ge|m|\ge m$, and hence $E\le0$.

```lean
/-- The number `groundEnergy a b V` solves the secular equation `E (E - (a + b)) = V²`, and it is
never positive. -/
theorem groundEnergy_secular (a b V : ℝ) :
    groundEnergy a b V * (groundEnergy a b V - (a + b)) = V ^ 2 ∧ groundEnergy a b V ≤ 0 := by
  constructor
  · have h := Real.sq_sqrt (show 0 ≤ (a + b) ^ 2 / 4 + V ^ 2 by positivity)
    unfold groundEnergy
    linear_combination h
  · have h : |(a + b) / 2| ≤ √((a + b) ^ 2 / 4 + V ^ 2) :=
      Real.abs_le_sqrt (by nlinarith [sq_nonneg V])
    have h' := le_abs_self ((a + b) / 2)
    unfold groundEnergy
    linarith
```

Both statements hold for all real $a$, $b$ and $V$. In the first part, `h` says that the square of the root is its argument, and `linear_combination h` does the algebra above. The second part is the chain $r\ge|m|\ge m$.

Now insert the proposed eigenvector. The 00 component of $Hv$ is $-V^2$, which equals $E(a+b-E)$ by the secular equation. The 11 component is

$$-(a+b)V+V(a+b-E)=-EV,$$

which is $E$ times $v_{11}$. The other two components vanish on both sides.

```lean
/-- The vector `groundState` satisfies the eigenvalue equation `H v = E v` with
`E = groundEnergy a b V`. -/
theorem hamiltonian_groundState (a b V : ℝ) :
    hamiltonian a b V *ᵥ groundState a b V = groundEnergy a b V • groundState a b V := by
  obtain ⟨h00, h01, h10, h11⟩ := hamiltonian_mulVec a b V (groundState a b V)
  have g00 : groundState a b V (0, 0) = a + b - groundEnergy a b V := by simp [groundState]
  have g01 : groundState a b V (0, 1) = 0 := by simp [groundState]
  have g10 : groundState a b V (1, 0) = 0 := by simp [groundState]
  have g11 : groundState a b V (1, 1) = -V := by simp [groundState]
  funext i
  revert i
  simp only [Prod.forall, Fin.forall_fin_two, h00, h01, h10, h11, Pi.smul_apply, smul_eq_mul,
    g00, g01, g10, g11]
  refine ⟨⟨?_, ?_⟩, ?_, ?_⟩
  · linear_combination (groundEnergy_secular a b V).1
  · ring
  · ring
  · ring
```

The four goals at the end are these four components. Only the first needs the secular equation; `ring` settles the rest.

## No trial state lies lower

The pair $|01\rangle,|10\rangle$ has eigenvalues of its own, and one of them might lie below $E$. A variational bound excludes this. It rests on a fact about quadratic forms: if $C>0$ and $V^2\le AC$, then $Ap^2+2Vps+Cs^2\ge0$ for all real $p,s$, because

$$C\,(Ap^2+2Vps+Cs^2)=(Cs+Vp)^2+(AC-V^2)\,p^2\ge0 .$$

```lean
/-- A binary quadratic form with `C > 0` and `V² ≤ A C` is nonnegative. -/
theorem binary_form_nonneg {A C V : ℝ} (hC : 0 < C) (h : V ^ 2 ≤ A * C) (p s : ℝ) :
    0 ≤ A * p ^ 2 + 2 * V * p * s + C * s ^ 2 := by
  -- complete the square after multiplying by `C`
  have key : 0 ≤ C * (A * p ^ 2 + 2 * V * p * s + C * s ^ 2) := by
    nlinarith [sq_nonneg (C * s + V * p), mul_nonneg (sub_nonneg.2 h) (sq_nonneg p)]
  exact (mul_nonneg_iff_of_pos_left hC).1 key
```

The energy of a trial vector $v$, measured from $E$, splits into two such forms:

$$\begin{aligned}
\langle v,Hv\rangle-E\langle v,v\rangle
={}&-E\,v_{00}^2+2V v_{00}v_{11}+(a+b-E)\,v_{11}^2\\
&+(b-E)\,v_{01}^2+2V v_{01}v_{10}+(a-E)\,v_{10}^2 .
\end{aligned}$$

In the first form the product of the outer coefficients is $-E(a+b-E)=V^2$, which is just enough. In the second it is

$$(b-E)(a-E)=ab+E(E-(a+b))=ab+V^2>V^2 .$$

The last coefficients, $a+b-E$ and $a-E$, are positive because $a,b>0$ and $E\le0$.

```lean
/-- Variational bound: for positive excitation energies no real trial state has an energy
expectation value below `groundEnergy`. -/
theorem variational_bound {a b : ℝ} (ha : 0 < a) (hb : 0 < b) (V : ℝ)
    (v : Fin 2 × Fin 2 → ℝ) :
    groundEnergy a b V * (v ⬝ᵥ v) ≤ v ⬝ᵥ (hamiltonian a b V *ᵥ v) := by
  obtain ⟨h00, h01, h10, h11⟩ := hamiltonian_mulVec a b V v
  obtain ⟨hs, hn⟩ := groundEnergy_secular a b V
  -- the two sectors decouple into two binary quadratic forms
  have p := binary_form_nonneg (A := -groundEnergy a b V) (C := a + b - groundEnergy a b V)
    (V := V) (by linarith) (by nlinarith [hs]) (v (0, 0)) (v (1, 1))
  have q := binary_form_nonneg (A := b - groundEnergy a b V) (C := a - groundEnergy a b V)
    (V := V) (by linarith) (by nlinarith [hs, mul_pos ha hb]) (v (0, 1)) (v (1, 0))
  simp only [dotProduct, Fintype.sum_prod_type, Fin.sum_univ_two, h00, h01, h10, h11]
  nlinarith [p, q]
```

The facts `p` and `q` are the two nonnegative forms, and the final `nlinarith` adds them. For a normalised trial vector, the theorem says that its mean energy is at least $E$.

Let $\lambda$ be any eigenvalue, with eigenvector $v\neq0$. Then

$$E\langle v,v\rangle\le\langle v,Hv\rangle=\lambda\langle v,v\rangle,$$

and division by $\langle v,v\rangle>0$ gives $E\le\lambda$. Conversely, $E$ is itself an eigenvalue: the component $a+b-E$ of its eigenvector is positive, so the vector is not zero.

```lean
/-- For positive excitation energies, the lowest eigenvalue of the coupled pair is
`(a + b)/2 - √((a + b)²/4 + V²)`. -/
theorem isLeast_groundEnergy {a b : ℝ} (ha : 0 < a) (hb : 0 < b) (V : ℝ) :
    IsLeast {E : ℝ | ∃ v : Fin 2 × Fin 2 → ℝ, v ≠ 0 ∧ hamiltonian a b V *ᵥ v = E • v}
      ((a + b) / 2 - √((a + b) ^ 2 / 4 + V ^ 2)) := by
  change IsLeast _ (groundEnergy a b V)
  constructor
  · refine ⟨groundState a b V, fun h => ?_, hamiltonian_groundState a b V⟩
    have h0 := congrFun h (0, 0)
    have g00 : groundState a b V (0, 0) = a + b - groundEnergy a b V := by simp [groundState]
    rw [g00, Pi.zero_apply] at h0
    linarith [(groundEnergy_secular a b V).2]
  · rintro E ⟨v, hv, hE⟩
    have h := variational_bound ha hb V v
    rw [hE, dotProduct_smul, smul_eq_mul] at h
    have hpos : 0 < v ⬝ᵥ v :=
      lt_of_le_of_ne (Finset.sum_nonneg fun i _ => mul_self_nonneg (v i))
        (fun h0 => hv (dotProduct_self_eq_zero.1 h0.symm))
    exact le_of_mul_le_mul_right h hpos
```

The set in the statement contains every real number that has a nonzero real eigenvector; its bound variable `E` is the $\lambda$ above. `IsLeast` says that the displayed formula belongs to this set and that no member is smaller. Real vectors are enough here, since a real symmetric matrix has real eigenvalues with real eigenvectors.

Positivity of the excitation energies matters. Take $a=1$, $b=-1$ and $V=0$. The matrix is diagonal, with energies $0,-1,1,0$ for the states 00, 01, 10, 11. The formula gives $0$, but the lowest eigenvalue is $-1$. The second quadratic form can now take negative values, because $ab+V^2$ is smaller than $V^2$. Physically, a negative $b$ means that the level called excited is really the ground level of the second atom.

## Second order overestimates the attraction

At $V=0$ the lowest energy is zero, so $E(V)$ is the interaction energy. For $V\ne0$ it cannot vanish, because $E=0$ in the secular equation would give $V^2=0$. Hence $E<0$. The same equation, rearranged, yields

$$E\,(a+b)=E^2-V^2>-V^2,
\qquad\text{so}\qquad
-\frac{V^2}{a+b}<E<0 .$$

```lean
/-- For positive excitation energies and nonzero coupling the interaction is attractive, but
strictly weaker than the second-order estimate `-V²/(a + b)`. -/
theorem second_order_lt_groundEnergy {a b V : ℝ} (ha : 0 < a) (hb : 0 < b) (hV : V ≠ 0) :
    -V ^ 2 / (a + b) < groundEnergy a b V ∧ groundEnergy a b V < 0 := by
  obtain ⟨hs, hn⟩ := groundEnergy_secular a b V
  have hne : groundEnergy a b V ≠ 0 := by
    intro h0
    rw [h0, zero_mul] at hs
    exact pow_ne_zero 2 hV hs.symm
  refine ⟨?_, lt_of_le_of_ne hn hne⟩
  rw [div_lt_iff₀ (add_pos ha hb)]
  nlinarith [hs, sq_pos_of_ne_zero hne]
```

In Lean, `-V ^ 2` means $-(V^2)$. The left-hand side is the second-order energy, so for this pair of two-level atoms perturbation theory to second order predicts too strong an attraction at every nonzero coupling.

## The limit of weak coupling

The secular equation also gives

$$E=-\frac{V^2}{a+b-E}.$$

This has the form of the second-order expression, with the true energy $E$ in the denominator. The denominator tends to $a+b$: $E$ is a continuous function of $V$, and at $V=0$ the conditions $E(E-(a+b))=0$ and $E\le0$ leave only $E=0$.

```lean
/-- For positive excitation energies, the energy denominator `a + b - E(V)` tends to the
bare value `a + b` as the coupling vanishes. -/
theorem tendsto_denominator {a b : ℝ} (ha : 0 < a) (hb : 0 < b) :
    Tendsto (fun V => a + b - groundEnergy a b V) (𝓝 0) (𝓝 (a + b)) := by
  have h0 : groundEnergy a b 0 = 0 := by
    obtain ⟨hs, hn⟩ := groundEnergy_secular a b 0
    nlinarith [mul_nonneg_of_nonpos_of_nonpos hn hn, add_pos ha hb]
  have hc : Continuous (fun V => a + b - groundEnergy a b V) := by
    unfold groundEnergy
    fun_prop
  have h := hc.tendsto 0
  simp only [h0, sub_zero] at h
  exact h
```

Here `fun_prop` supplies the continuity, and `h0` is the value at $V=0$. Dividing by $V^2$ for $V\neq0$ now gives

$$\frac{E(V)}{V^2}=-\frac{1}{a+b-E(V)}\longrightarrow-\frac1{a+b}.$$

```lean
/-- For positive excitation energies, the interaction energy divided by `V²` tends to
`-1/(a + b)` as the coupling tends to zero. -/
theorem tendsto_groundEnergy_div_sq {a b : ℝ} (ha : 0 < a) (hb : 0 < b) :
    Tendsto (fun V => groundEnergy a b V / V ^ 2) (𝓝[≠] 0) (𝓝 (-1 / (a + b))) := by
  have h : Tendsto (fun V => -1 / (a + b - groundEnergy a b V)) (𝓝[≠] 0)
      (𝓝 (-1 / (a + b))) :=
    (tendsto_const_nhds.div (tendsto_denominator ha hb) (add_pos ha hb).ne').mono_left
      nhdsWithin_le_nhds
  refine h.congr' ?_
  filter_upwards [self_mem_nhdsWithin] with V hV
  have hV' : V ≠ 0 := hV
  obtain ⟨hs, hn⟩ := groundEnergy_secular a b V
  have hd : a + b - groundEnergy a b V ≠ 0 := by linarith
  rw [div_eq_div_iff hd (pow_ne_zero 2 hV')]
  linear_combination hs
```

The filter `𝓝[≠] 0` lets $V$ approach zero from both sides through nonzero values. The proof first takes the limit of the right-hand expression and then uses `congr'` to replace it by the quotient, which is equal to it for $V\ne0$.

The example $a=1$, $b=-1$ breaks this limit as well. There the formula for $E(V)$ gives $-|V|$, which is not the lowest eigenvalue, and its quotient by $V^2$, $-1/|V|$, has no finite limit.

## Attraction at large distance

The coupling between two dipoles falls off as the cube of their distance $R$. Set $V=C/R^3$, where the constant $C$ (not the coefficient $C$ of the quadratic form above) collects the transition dipoles and their fixed orientation. Since $R^6V^2=C^2$ for $R>0$,

$$R^6E=-\frac{R^6V^2}{a+b-E}=-\frac{C^2}{a+b-E}\longrightarrow-\frac{C^2}{a+b}
\qquad(R\to\infty),$$

because $V\to0$ and the denominator again tends to $a+b$.

```lean
/-- For positive excitation energies and a dipole coupling `C/R³`, the interaction energy
times `R⁶` tends to `-C²/(a + b)` at large distance `R`. -/
theorem tendsto_long_range {a b : ℝ} (ha : 0 < a) (hb : 0 < b) (C : ℝ) :
    Tendsto (fun R : ℝ => R ^ 6 * groundEnergy a b (C / R ^ 3)) atTop
      (𝓝 (-C ^ 2 / (a + b))) := by
  have hV : Tendsto (fun R : ℝ => C / R ^ 3) atTop (𝓝 0) :=
    tendsto_const_nhds.div_atTop (tendsto_pow_atTop (by norm_num))
  have h : Tendsto (fun R : ℝ => -C ^ 2 / (a + b - groundEnergy a b (C / R ^ 3))) atTop
      (𝓝 (-C ^ 2 / (a + b))) :=
    tendsto_const_nhds.div ((tendsto_denominator ha hb).comp hV) (add_pos ha hb).ne'
  refine h.congr' ?_
  filter_upwards [eventually_gt_atTop 0] with R hR
  obtain ⟨hs, hn⟩ := groundEnergy_secular a b (C / R ^ 3)
  have hd : a + b - groundEnergy a b (C / R ^ 3) ≠ 0 := by linarith
  have hc : R ^ 6 * (C / R ^ 3) ^ 2 = C ^ 2 := by field_simp
  rw [div_eq_iff hd]
  linear_combination R ^ 6 * hs + hc

end

end CoupledTwoLevelAtoms
```

The filter `atTop` expresses $R\to\infty$. The proof composes the denominator limit with `hV`, the statement that $C/R^3\to0$, and `hc` is the identity $R^6V^2=C^2$.

For $C\neq0$ this is the $R^{-6}$ attraction of London's dispersion theory, obtained for two-level atoms with an assumed dipole coupling. Retardation, which the model leaves out, makes the attraction between real atoms fall off faster at very large distances. The coefficient here is $C^2/(a+b)$, with $C$ an input that the model does not compute. London's approximate formula expresses the coefficient through the polarisabilities and characteristic excitation energies of the atoms.

```lean
#print axioms CoupledTwoLevelAtoms.isLeast_groundEnergy
#print axioms CoupledTwoLevelAtoms.second_order_lt_groundEnergy
#print axioms CoupledTwoLevelAtoms.tendsto_groundEnergy_div_sq
#print axioms CoupledTwoLevelAtoms.tendsto_long_range
```

```
'CoupledTwoLevelAtoms.isLeast_groundEnergy' depends on axioms: [propext, Classical.choice, Quot.sound]
'CoupledTwoLevelAtoms.second_order_lt_groundEnergy' depends on axioms: [propext, Classical.choice, Quot.sound]
'CoupledTwoLevelAtoms.tendsto_groundEnergy_div_sq' depends on axioms: [propext, Classical.choice, Quot.sound]
'CoupledTwoLevelAtoms.tendsto_long_range' depends on axioms: [propext, Classical.choice, Quot.sound]
```
